# Away from the origin, the retarded Coulomb-gauge kernel is transverse at every nonzero frequency

In Coulomb gauge, the frequency-dependent Breit interaction couples two electrons at separation x through a 3×3 tensor, contracted with their Dirac matrices or transition currents. A code can evaluate this tensor directly or work with a multipole expansion of it. The tensor has a simple diagonal part and a part made of second derivatives, and a wrong sign or factor between them still gives plausible numbers. Its divergence exposes many such errors.

## The kernel and its zero divergence

Let r = |x|, and let ω ≠ 0 be the energy transfer divided by ħ and by the speed of light, so that ωr is dimensionless. Write ∂ᵢ for the derivative along axis i, with i = 0, 1, 2, and Δ for the Laplacian. Define

f = (cos ωr − 1)/(ω² r)

Kᵢⱼ = −δᵢⱼ cos(ωr)/r − ∂ᵢ∂ⱼ f

For every x ≠ 0,

Δf = −cos(ωr)/r

Σᵢ ∂ᵢ Kᵢⱼ = 0 for each j.

As ω → 0, with nᵢ = xᵢ/r, the kernel tends to the Breit form

Kᵢⱼ → −(δᵢⱼ + nᵢnⱼ)/(2r).

## A check on an implemented tensor

For one exchanged photon of fixed frequency, zero divergence is the pointwise identity behind the decoupling of the gradient part of a current in Coulomb gauge. It gives a direct check on an implemented tensor: flip the sign of the ∂ᵢ∂ⱼ f term and the divergence is no longer identically zero.

The check has a blind spot. Omitting the −1 in f changes f by a multiple of 1/r, which is harmonic away from the origin, so the divergence stays zero. The static limit catches that error, because the kernel then blows up as ω → 0.

## Derivation through radial profiles

Put N = ωr sin ωr + cos ωr − 1. Its radial derivative is N′ = ω² r cos ωr. Differentiating f gives f′ = −N/(ω² r²). Write f′ = r a and a′ = r b; then

a = −N/(ω² r³)

b = 3N/(ω² r⁵) − cos(ωr)/r³.

Since ∂ᵢ r = xᵢ/r, any radial g with g′ = r G has ∂ᵢ g = G xᵢ. Hence

∂ⱼ f = a xⱼ

∂ᵢ∂ⱼ f = δᵢⱼ a + xᵢxⱼ b.

The trace is

Δf = 3a + r² b = −3N/(ω² r³) + 3N/(ω² r³) − cos(ωr)/r = −cos(ωr)/r.

For the divergence, let u = cos(ωr)/r, and write u′ = r q and b′ = r c. Direct differentiation gives

q = −(ωr sin ωr + cos ωr)/r³

c = (ωr sin ωr + cos ωr)/r⁵ − 5b/r².

The kernel is Kᵢⱼ = −δᵢⱼ(u + a) − xᵢxⱼ b. Without summing over i,

∂ᵢKᵢⱼ = −δᵢⱼ(q + b)xᵢ − (xⱼ + xᵢδᵢⱼ)b − xᵢ² xⱼ c.

Summing over the three axes gives

Σᵢ ∂ᵢKᵢⱼ = −xⱼ(q + 5b + r² c) = 0,

because r² c = −q − 5b.

For the static limit, use cos ωr − 1 = −2 sin²(ωr/2) to write

N/ω² = r · sin(ωr)/ω − 2(sin(ωr/2)/ω)².

The right side tends to r² − r²/2 = r²/2. Therefore a → −1/(2r) and b → 1/(2r³), and substitution in Kᵢⱼ gives the Breit form. The same rewriting avoids the subtraction of nearly equal numbers in cos ωr − 1 when ωr is small.

## Values at ω = 1 and x = (π, 0, 0)

Here r = π, cos ωr = −1, sin ωr = 0 and N = −2, so

a = 2/π³

b = (π² − 6)/π⁵.

The trace is 3a + π² b = 1/π, which equals −cos(ωr)/r. The tensor is diagonal, with K₀₀ = 4/π³ ≈ 0.129 and K₁₁ = K₂₂ = 1/π − 2/π³ ≈ 0.254.

For j = 0, note that K₀₀ = 2a along axis 0, so ∂₀K₀₀ = 2πb ≈ 0.0795. The other two terms come from −xᵢx₀b, and each is −πb ≈ −0.0397. The sum is zero. For j = 1 and j = 2 every term vanishes by symmetry.

## The Lean file

```lean
import Mathlib

open Filter Topology

namespace FrequencyDependentBreit

noncomputable section

/-- The distance `r` of a point of three-dimensional space from the origin. -/
def radius (x : Fin 3 → ℝ) : ℝ := √(∑ k, x k ^ 2)

/-- The Kronecker delta. -/
def delta (i j : Fin 3) : ℝ := if i = j then 1 else 0

/-- `F` has derivative `F'` at `x` along the coordinate axis `i`. -/
abbrev HasAxisDeriv (i : Fin 3) (F : (Fin 3 → ℝ) → ℝ) (F' : ℝ) (x : Fin 3 → ℝ) : Prop :=
  HasDerivAt (fun t => F (Function.update x i t)) F' (x i)

/-- The derivative `∂ᵢ F` at `x`, taken with the other coordinates fixed; it is set to zero where
that derivative does not exist. -/
def axisDeriv (i : Fin 3) (F : (Fin 3 → ℝ) → ℝ) (x : Fin 3 → ℝ) : ℝ :=
  deriv (fun t => F (Function.update x i t)) (x i)

/-- The function `f = (cos ωr - 1) / (ω² r)`, for `ω ≠ 0` and away from the origin. -/
def potential (w : ℝ) (x : Fin 3 → ℝ) : ℝ :=
  (Real.cos (w * radius x) - 1) / (w ^ 2 * radius x)

/-- The retarded Coulomb-gauge kernel `Kᵢⱼ = -δᵢⱼ cos(ωr)/r - ∂ᵢ∂ⱼ f`,
for `ω ≠ 0` and away from the origin. -/
def kernel (w : ℝ) (i j : Fin 3) (x : Fin 3 → ℝ) : ℝ :=
  -(delta i j * (Real.cos (w * radius x) / radius x)) - axisDeriv i (axisDeriv j (potential w)) x

/-- The radial profile `a(s)` of the gradient of `f`, for `ω ≠ 0` and `s ≠ 0`. -/
def gradProfile (w s : ℝ) : ℝ :=
  -(w * s * Real.sin (w * s) + Real.cos (w * s) - 1) / (w ^ 2 * s ^ 3)

/-- The radial profile `b(s)` of the tensor part of `∂ᵢ∂ⱼ f`, for `ω ≠ 0` and `s ≠ 0`. -/
def hessProfile (w s : ℝ) : ℝ :=
  (3 * (w * s * Real.sin (w * s) + Real.cos (w * s) - 1) - w ^ 2 * s ^ 2 * Real.cos (w * s))
    / (w ^ 2 * s ^ 5)

/-- Away from the origin `r` is positive, and `r²` is the sum of the squared coordinates. -/
theorem radius_spec {x : Fin 3 → ℝ} (hx : x ≠ 0) :
    0 < radius x ∧ radius x ^ 2 = ∑ k, x k ^ 2 := by
  obtain ⟨k, hk⟩ := Function.ne_iff.mp hx
  have hk' : x k ≠ 0 := hk
  exact ⟨Real.sqrt_pos.mpr (Finset.sum_pos' (fun i _ => sq_nonneg _)
    ⟨k, Finset.mem_univ k, by positivity⟩),
    Real.sq_sqrt (Finset.sum_nonneg fun i _ => sq_nonneg _)⟩

/-- Two functions that agree away from the origin have the same axis derivatives there. -/
theorem hasAxisDeriv_congr {x : Fin 3 → ℝ} (hx : x ≠ 0) {i : Fin 3}
    {F G : (Fin 3 → ℝ) → ℝ} {G' : ℝ} (hFG : ∀ y, y ≠ 0 → F y = G y)
    (hG : HasAxisDeriv i G G' x) : HasAxisDeriv i F G' x := by
  have hc : Continuous (fun t : ℝ => Function.update x i t) :=
    continuous_const.update i continuous_id
  have hne : ∀ᶠ t in 𝓝 (x i), Function.update x i t ≠ 0 :=
    hc.continuousAt.eventually_ne (by simpa using hx)
  exact HasDerivAt.congr_of_eventuallyEq hG (hne.mono fun t ht => hFG _ ht)

/-- The derivative of the coordinate `xⱼ` along the axis `i` is `δᵢⱼ`. -/
theorem hasAxisDeriv_coord (x : Fin 3 → ℝ) (i j : Fin 3) :
    HasAxisDeriv i (fun y => y j) (delta i j) x := by
  by_cases h : i = j
  · subst h
    simpa [HasAxisDeriv, delta] using hasDerivAt_id' (x i)
  · have h' : j ≠ i := fun e => h e.symm
    simpa [HasAxisDeriv, delta, h, h'] using hasDerivAt_const (x i) (x j)

/-- Chain rule for a radial function away from the origin: if `g'(r) = r G`, then
`∂ᵢ g(r) = G xᵢ`. -/
theorem hasAxisDeriv_radial {x : Fin 3 → ℝ} (hx : x ≠ 0) (i : Fin 3) {g : ℝ → ℝ} {G : ℝ}
    (hg : HasDerivAt g (radius x * G) (radius x)) :
    HasAxisDeriv i (fun y => g (radius y)) (G * x i) x := by
  obtain ⟨hpos, hsq⟩ := radius_spec hx
  have hslice : ∀ t, radius (Function.update x i t) = √(t ^ 2 + (radius x ^ 2 - x i ^ 2)) := by
    intro t
    rw [hsq]
    unfold radius
    congr 1
    fin_cases i <;> simp [Fin.sum_univ_three, Function.update_apply] <;> ring
  -- the distance itself has derivative `xᵢ / r`
  have hr : HasDerivAt (fun t => radius (Function.update x i t)) (x i / radius x) (x i) := by
    have e : x i ^ 2 + (radius x ^ 2 - x i ^ 2) = radius x ^ 2 := by ring
    have h0 : HasDerivAt (fun t => t ^ 2 + (radius x ^ 2 - x i ^ 2)) (2 * x i) (x i) :=
      ((hasDerivAt_pow 2 (x i)).add_const _).congr_deriv (by norm_num)
    have h := h0.sqrt (by simpa using hpos.ne')
    simp only [hslice]
    refine h.congr_deriv ?_
    simp only [e, Real.sqrt_sq hpos.le]
    exact mul_div_mul_left _ _ two_ne_zero
  have hg' : HasDerivAt g (radius x * G) (radius (Function.update x i (x i))) := by
    rwa [Function.update_eq_self]
  exact (hg'.comp (x i) hr).congr_deriv (by field_simp)

/-- For `ω ≠ 0` and `s ≠ 0`, the radial derivatives of `f`, of the profiles `a` and `b`, and of
`cos(ωs)/s`, each written as `s` times a factor. -/
theorem profile_derivs {w s : ℝ} (hw : w ≠ 0) (hs : s ≠ 0) :
    HasDerivAt (fun t => (Real.cos (w * t) - 1) / (w ^ 2 * t)) (s * gradProfile w s) s ∧
    HasDerivAt (gradProfile w) (s * hessProfile w s) s ∧
    HasDerivAt (hessProfile w) (s * ((w * s * Real.sin (w * s) + Real.cos (w * s)) / s ^ 5
      - 5 * hessProfile w s / s ^ 2)) s ∧
    HasDerivAt (fun t => Real.cos (w * t) / t)
      (s * (-(w * s * Real.sin (w * s) + Real.cos (w * s)) / s ^ 3)) s := by
  have hl : HasDerivAt (fun t => w * t) w s :=
    ((hasDerivAt_id' s).const_mul w).congr_deriv (by ring)
  have hsin := hl.sin
  have hcos := hl.cos
  have hN : HasDerivAt (fun t => w * t * Real.sin (w * t) + Real.cos (w * t) - 1)
      (w ^ 2 * s * Real.cos (w * s)) s :=
    (((hl.fun_mul hsin).fun_add hcos).sub_const 1).congr_deriv (by ring)
  have hp : ∀ n : ℕ, HasDerivAt (fun t => w ^ 2 * t ^ n) (w ^ 2 * (n * s ^ (n - 1))) s :=
    fun n => (hasDerivAt_pow n s).const_mul (w ^ 2)
  refine ⟨?_, ?_, ?_, ?_⟩
  · refine ((hcos.sub_const 1).fun_div ((hasDerivAt_id' s).const_mul (w ^ 2))
      (by positivity)).congr_deriv ?_
    simp only [gradProfile]
    field_simp
    ring
  · refine (hN.fun_neg.fun_div (hp 3) (by positivity)).congr_deriv ?_
    simp only [hessProfile]
    norm_num
    field_simp
    ring
  · refine (((hN.const_mul 3).fun_sub ((hp 2).fun_mul hcos)).fun_div (hp 5)
      (by positivity)).congr_deriv ?_
    simp only [hessProfile]
    norm_num
    field_simp
    ring
  · refine (hcos.fun_div (hasDerivAt_id' s) hs).congr_deriv ?_
    field_simp
    ring

/-- For `ω ≠ 0` and away from the origin, `∂ᵢ∂ⱼ f = δᵢⱼ a(r) + xᵢ xⱼ b(r)`. -/
theorem potential_hessian {w : ℝ} (hw : w ≠ 0) {x : Fin 3 → ℝ} (hx : x ≠ 0) (i j : Fin 3) :
    HasAxisDeriv i (axisDeriv j (potential w))
      (delta i j * gradProfile w (radius x) + x i * x j * hessProfile w (radius x)) x := by
  -- the gradient is `∂ⱼ f = a(r) xⱼ` at every point other than the origin
  refine hasAxisDeriv_congr hx (G := fun y => gradProfile w (radius y) * y j)
    (fun y hy => HasDerivAt.deriv
      (hasAxisDeriv_radial hy j (profile_derivs hw (radius_spec hy).1.ne').1)) ?_
  have h := HasDerivAt.fun_mul
    (hasAxisDeriv_radial hx i (profile_derivs hw (radius_spec hx).1.ne').2.1)
    (hasAxisDeriv_coord x i j)
  refine h.congr_deriv ?_
  simp only [Function.update_eq_self]
  ring

/-- For `ω ≠ 0` and away from the origin, the Laplacian of `f` is `-cos(ωr)/r`. -/
theorem potential_laplacian {w : ℝ} (hw : w ≠ 0) {x : Fin 3 → ℝ} (hx : x ≠ 0) :
    ∑ i, axisDeriv i (axisDeriv i (potential w)) x = -(Real.cos (w * radius x) / radius x) := by
  obtain ⟨hpos, hr⟩ := radius_spec hx
  have hs := hpos.ne'
  have key : 3 * gradProfile w (radius x) + radius x ^ 2 * hessProfile w (radius x)
      = -(Real.cos (w * radius x) / radius x) := by
    simp only [gradProfile, hessProfile]
    field_simp
    ring
  refine (Finset.sum_congr rfl fun i _ => HasDerivAt.deriv (potential_hessian hw hx i i)).trans ?_
  have hd : ∀ i, delta i i = 1 := fun i => by simp [delta]
  simp only [Fin.sum_univ_three, hd] at hr ⊢
  linear_combination key - hessProfile w (radius x) * hr

/-- The retarded Coulomb-gauge kernel is transverse at every frequency `ω ≠ 0`: away from the
origin the derivatives `∂ᵢ Kᵢⱼ` exist and `∑ᵢ ∂ᵢ Kᵢⱼ = 0` for each `j`. -/
theorem kernel_transverse {w : ℝ} (hw : w ≠ 0) {x : Fin 3 → ℝ} (hx : x ≠ 0) (j : Fin 3) :
    (∀ i, DifferentiableAt ℝ (fun t => kernel w i j (Function.update x i t)) (x i)) ∧
      ∑ i, axisDeriv i (kernel w i j) x = 0 := by
  obtain ⟨hpos, hr⟩ := radius_spec hx
  have hs := hpos.ne'
  obtain ⟨-, ha, hb', hq'⟩ := profile_derivs hw hs
  -- the radial identity behind transversality
  obtain ⟨q, c, hq, hb, hqc⟩ : ∃ q c : ℝ,
      HasDerivAt (fun t => Real.cos (w * t) / t) (radius x * q) (radius x) ∧
      HasDerivAt (hessProfile w) (radius x * c) (radius x) ∧
      q + 5 * hessProfile w (radius x) + c * radius x ^ 2 = 0 :=
    ⟨_, _, hq', hb', by field_simp; ring⟩
  have h : ∀ i, HasAxisDeriv i (kernel w i j)
      (-(delta i j * (q * x i + hessProfile w (radius x) * x i))
        - ((delta i i * x j + x i * delta i j) * hessProfile w (radius x)
          + x i * x j * (c * x i))) x := by
    intro i
    refine hasAxisDeriv_congr hx (G := fun y =>
      -(delta i j * (Real.cos (w * radius y) / radius y + gradProfile w (radius y)))
        - y i * y j * hessProfile w (radius y)) (fun y hy => ?_) ?_
    · have e : axisDeriv i (axisDeriv j (potential w)) y = _ :=
        HasDerivAt.deriv (potential_hessian hw hy i j)
      simp only [kernel, e]
      ring
    · have hP := HasDerivAt.fun_add (hasAxisDeriv_radial hx i hq) (hasAxisDeriv_radial hx i ha)
      have hT := HasDerivAt.fun_mul (HasDerivAt.fun_mul (hasAxisDeriv_coord x i i)
        (hasAxisDeriv_coord x i j)) (hasAxisDeriv_radial hx i hb)
      refine ((hP.const_mul (delta i j)).fun_neg.fun_sub hT).congr_deriv ?_
      simp only [Function.update_eq_self]
  refine ⟨fun i => HasDerivAt.differentiableAt (h i), ?_⟩
  refine (Finset.sum_congr rfl fun i _ => HasDerivAt.deriv (h i)).trans ?_
  have hd : ∀ i, delta i i = 1 := fun i => by simp [delta]
  have hj : delta 0 j * x 0 + delta 1 j * x 1 + delta 2 j * x 2 = x j := by
    fin_cases j <;> simp [delta]
  simp only [Fin.sum_univ_three, hd] at hr ⊢
  linear_combination (-q - 2 * hessProfile w (radius x)) * hj - x j * hqc + x j * c * hr

/-- Away from the origin, the retarded kernel tends to the Breit kernel
`-(δᵢⱼ + xᵢxⱼ/r²)/(2r)` as the frequency tends to zero through nonzero values. -/
theorem kernel_static_limit {x : Fin 3 → ℝ} (hx : x ≠ 0) (i j : Fin 3) :
    Tendsto (fun w => kernel w i j x) (𝓝[≠] 0)
      (𝓝 (-(delta i j + x i * x j / radius x ^ 2) / (2 * radius x))) := by
  have hs := (radius_spec hx).1.ne'
  have hsin : ∀ c : ℝ, Tendsto (fun w => Real.sin (w * c) / w) (𝓝[≠] 0) (𝓝 c) := by
    intro c
    have hd : HasDerivAt (fun w => Real.sin (w * c)) c 0 := by
      simpa using ((hasDerivAt_id' (0 : ℝ)).mul_const c).sin
    simpa [div_eq_inv_mul] using hasDerivAt_iff_tendsto_slope_zero.mp hd
  have hcos : Tendsto (fun w => Real.cos (w * radius x)) (𝓝[≠] 0) (𝓝 1) := by
    have hc : Continuous (fun w => Real.cos (w * radius x)) := by fun_prop
    simpa using (hc.tendsto 0).mono_left nhdsWithin_le_nhds
  -- the kernel as a polynomial in `sin(ωr)/ω`, `sin(ωr/2)/ω` and `cos(ωr)`
  let Φ : ℝ × ℝ × ℝ → ℝ := fun p =>
    -(delta i j * (p.2.2 / radius x - p.1 / radius x ^ 2 + 2 * p.2.1 ^ 2 / radius x ^ 3))
      - x i * x j * (3 * p.1 / radius x ^ 4 - 6 * p.2.1 ^ 2 / radius x ^ 5
        - p.2.2 / radius x ^ 3)
  have hΦ : Continuous Φ := by
    simp only [Φ]
    fun_prop
  have hlim := (hΦ.tendsto (radius x, radius x / 2, 1)).comp
    ((hsin (radius x)).prodMk_nhds ((hsin (radius x / 2)).prodMk_nhds hcos))
  have hval : Φ (radius x, radius x / 2, 1)
      = -(delta i j + x i * x j / radius x ^ 2) / (2 * radius x) := by
    simp only [Φ]
    field_simp
    ring
  rw [← hval]
  refine hlim.congr' ?_
  filter_upwards [self_mem_nhdsWithin] with w hw
  have hw' : w ≠ 0 := hw
  have e : axisDeriv i (axisDeriv j (potential w)) x = _ :=
    HasDerivAt.deriv (potential_hessian hw' hx i j)
  have hhalf : Real.cos (w * radius x) = 1 - 2 * Real.sin (w * (radius x / 2)) ^ 2 := by
    rw [show w * radius x = 2 * (w * (radius x / 2)) by ring]
    linear_combination Real.cos_two_mul (w * (radius x / 2))
      + 2 * Real.sin_sq_add_cos_sq (w * (radius x / 2))
  simp only [Function.comp_apply, Φ, kernel, e, gradProfile, hessProfile, hhalf]
  generalize Real.sin (w * (radius x / 2)) = B
  generalize Real.sin (w * radius x) = A
  field_simp
  ring

end

end FrequencyDependentBreit
```

```lean
#print axioms FrequencyDependentBreit.potential_laplacian
#print axioms FrequencyDependentBreit.kernel_transverse
#print axioms FrequencyDependentBreit.kernel_static_limit
```

```
'FrequencyDependentBreit.potential_laplacian' depends on axioms: [propext, Classical.choice, Quot.sound]
'FrequencyDependentBreit.kernel_transverse' depends on axioms: [propext, Classical.choice, Quot.sound]
'FrequencyDependentBreit.kernel_static_limit' depends on axioms: [propext, Classical.choice, Quot.sound]
```

## Reading the statements

A point is a function `Fin 3 → ℝ`, `radius` is its Euclidean length, and `w` is ω. `axisDeriv i F x` varies coordinate i alone and takes the ordinary derivative. `kernel` uses these derivatives of `potential` directly, so the closed form with a and b is proved, not built into the definition.

`potential_laplacian` states the Laplacian identity. `kernel_transverse` states that each derivative ∂ᵢKᵢⱼ exists and that their sum is zero. Both assume `w ≠ 0` and `x ≠ 0`. `kernel_static_limit` fixes x ≠ 0 and lets ω approach zero through nonzero values of either sign.

## From the radial calculation to the proof

`radius_spec` supplies r > 0 and r² = Σₖ xₖ². `hasAxisDeriv_coord` gives ∂ᵢxⱼ = δᵢⱼ, and `hasAxisDeriv_radial` is the rule ∂ᵢg = G xᵢ. `profile_derivs` computes the four radial derivatives, and `potential_hessian` assembles ∂ᵢ∂ⱼ f.

In the two identities, `field_simp` and `ring` settle the radial algebra, and `linear_combination` adds the relations r² = Σₖ xₖ² and, for the divergence, Σᵢ δᵢⱼxᵢ = xⱼ. The limit proof writes the kernel as a continuous function `Φ` of sin(ωr)/ω, sin(ωr/2)/ω and cos ωr, then passes to the limit in each argument.

The proof turns on `HasDerivAt.congr_of_eventuallyEq`. A second derivative differentiates the function ∂ⱼ f, so knowing ∂ⱼ f = a xⱼ at the single point x is not enough; the formula must hold at nearby points too. `hasAxisDeriv_congr` provides this. Moving one coordinate is continuous, so a point that starts away from the origin stays away from it for small displacements. Two functions that agree off the origin therefore agree near x along the axis, and share their derivative there. The proof uses this once to differentiate the gradient and again to differentiate the kernel.

## Coverage: pointwise, one frequency, no origin

The theorems concern the kernel as a function of separation. They do not derive it from quantum electrodynamics. The kernel is real: cos ωr stands for the real part of the outgoing-wave factor exp(i|ω|r), and the imaginary part is absent. The sign and scale are those of an interaction energy with e²/(4πε₀) = 1, to be contracted with the Dirac matrices of the two electrons.

Coincident electrons, x = 0, are excluded, so matrix elements, which integrate across that point, need a separate argument. Nothing is said about the choice of ω for a given pair of orbitals, or about rounding error and basis-set truncation in a code.
